# A matrix with nonzero determinant has a permutation that selects only nonzero entries

The lemma says that if a `k` × `k` matrix `M` over a commutative ring has nonzero determinant, then some permutation `σ` makes every entry `M (σ i) i` nonzero. In physics, the entries can be the overlaps between the orbitals of two `k`-electron Slater determinants. With the usual 1/√(k!) prefactor in each, the determinant of that matrix is the overlap of the two states, so a nonzero overlap means the orbitals can be paired off one to one with nonzero overlaps. The lemma itself is purely about matrices. The attempt argues by contradiction: if no such permutation exists, every term in the expansion of the determinant has a zero factor, so the determinant vanishes.

Lean 4 with Mathlib refuses this proof:

```lean
import Mathlib

open Matrix

namespace ExistsPermOfDetNeZero

noncomputable section

/-- A configuration: `k` of the `n` spin orbitals, listed in increasing order. -/
abbrev Config (k n : ℕ) := {I : Fin k → Fin n // StrictMono I}

instance (k n : ℕ) : Fintype (Config k n) := Fintype.ofFinite _

variable {R X : Type*} [CommRing R] {k n : ℕ}

/-- A nonzero determinant contains a permutation all of whose factors are nonzero. -/
theorem exists_perm_of_det_ne_zero (M : Matrix (Fin k) (Fin k) R) (h : M.det ≠ 0) :
    ∃ σ : Equiv.Perm (Fin k), ∀ i, M (σ i) i ≠ 0 := by
  by_contra hn
  apply h
  rw [Matrix.det_apply']
  refine Finset.sum_eq_zero fun σ _ => ?_
  have hz : ∃ i, M (σ i) i = 0 := by
    by_contra hc
    exact hn ⟨σ, fun i hi => hc ⟨i, hi⟩⟩
  obtain ⟨i, hi⟩ := hz
  rw [Finset.prod_eq_zero (Finset.mem_univ i) hi, mul_zero]

end

end ExistsPermOfDetNeZero
```

Messages:

```
Main.lean:27:6: error: Tactic `rewrite` failed: Did not find an occurrence of the pattern
  ∏ j, M (σ i) j
in the target expression
  ↑↑(Equiv.Perm.sign σ) * ∏ i, M (σ i) i = 0

R : Type u_1
inst✝ : CommRing R
k : ℕ
M : Matrix (Fin k) (Fin k) R
h : M.det ≠ 0
hn : ¬∃ σ, ∀ (i : Fin k), M (σ i) i ≠ 0
σ : Equiv.Perm (Fin k)
x✝ : σ ∈ Finset.univ
i : Fin k
hi : M (σ i) i = 0
⊢ ↑↑(Equiv.Perm.sign σ) * ∏ i, M (σ i) i = 0

Note: The target expression is not type-correct under the `implicit` transparency level, which may have triggered the failure. This is usually caused by unfolding of semireducible definitions in prior tactic steps. Use `set_option linter.tacticCheckInstances true` to investigate the source of the issue.
Full error:
  function expected
    M (σ i)
```

The `rw` needs an equation whose left side appears in the goal. `Finset.prod_eq_zero` concludes that a product of some function `f` is zero, and here Lean had to work out `f` from `hi : M (σ i) i = 0`. It took `f` to be `M (σ i)`, which gives `∏ j, M (σ i) j`: a product along one fixed row. In the goal's product the row changes with the index too, so the pattern was not found.

The new `hp` states the intended product, `∏ j, M (σ j) j`, in advance. That fixes `f`, and `hi` is then just the statement that its factor at `i` is zero. The last line needs no rewriting: `mul_eq_zero_of_right` says that a product is zero when its right factor is, and `exact` applies this to `hp`.

The note at the end of the message is a side issue. `Matrix` is a definition that stands for a function type, and Lean must unfold it to accept `M (σ i)` as a function application. The `implicit` transparency level does not unfold it, hence "function expected". The note offers this only as a possible trigger, and the mismatch between the two products is enough to explain the failure.

After these edits no error is left:

```diff
@@ -25,5 +25,6 @@
     exact hn ⟨σ, fun i hi => hc ⟨i, hi⟩⟩
   obtain ⟨i, hi⟩ := hz
-  rw [Finset.prod_eq_zero (Finset.mem_univ i) hi, mul_zero]
+  have hp : ∏ j, M (σ j) j = 0 := Finset.prod_eq_zero (Finset.mem_univ i) hi
+  exact mul_eq_zero_of_right _ hp
 
 end
```
